# For a finite-dimensional Hamiltonian commuting with both magnetic translations at flux p/q in lowest terms, q divides the dimension of every generalised eigenspace

The theorem `dvd_finrank_maxGenEigenspace` concerns a finite complex matrix `H` that commutes with two invertible matrices `T₁` and `T₂`, the magnetic translations, which satisfy T₁T₂ = exp(2πip/q) T₂T₁. For q ≥ 1 and p coprime to q, it states that the maximal generalised eigenspace of `H` at any complex number `E` has dimension divisible by q. `H` need not be Hermitian, and if `E` is not an eigenvalue the dimension is zero. The proof shows that any matrix commuting with `H` preserves this generalised eigenspace, then applies the earlier result `dvd_finrank_of_invariant` on subspaces preserved by both translations.

This version doesn't compile in Lean 4 with Mathlib:

```lean
import Mathlib

open Matrix

namespace MagneticTranslations

noncomputable section

/-- The phase `exp (2 π i p / q)` for `p / q` flux quanta per unit cell, with `q ≠ 0`. -/
def fluxPhase (p : ℤ) (q : ℕ) : ℂ :=
  Complex.exp (2 * Real.pi * Complex.I * p / q)

/-- Two invertible matrices that commute up to the phase of `p / q` flux quanta. -/
structure IsMagneticPair {n : Type*} [Fintype n] [DecidableEq n] (p : ℤ) (q : ℕ)
    (T₁ T₂ : Matrix n n ℂ) : Prop where
  unit₁ : IsUnit T₁
  unit₂ : IsUnit T₂
  twist : T₁ * T₂ = fluxPhase p q • (T₂ * T₁)

/-- The `q`-th power of the flux phase is one. -/
theorem fluxPhase_pow_self (p : ℤ) {q : ℕ} (hq : q ≠ 0) : fluxPhase p q ^ q = 1 := by
  have hq' : (q : ℂ) ≠ 0 := Nat.cast_ne_zero.mpr hq
  rw [fluxPhase, ← Complex.exp_nat_mul, Complex.exp_eq_one_iff]
  exact ⟨p, by field_simp⟩

/-- For `q ≥ 1` and `p` coprime to `q`, the `d`-th power of the flux phase is one exactly when `q`
divides `d`. -/
theorem fluxPhase_pow_eq_one_iff {p : ℤ} {q : ℕ} (hq : 1 ≤ q) (hpq : IsCoprime p (q : ℤ))
    (d : ℕ) : fluxPhase p q ^ d = 1 ↔ q ∣ d := by
  have hq0 : q ≠ 0 := by omega
  have hq' : (q : ℂ) ≠ 0 := Nat.cast_ne_zero.mpr hq0
  constructor
  · intro h
    rw [fluxPhase, ← Complex.exp_nat_mul, Complex.exp_eq_one_iff] at h
    obtain ⟨m, hm⟩ := h
    -- the total phase is a whole number of turns: d p = m q
    have hc : (d : ℂ) * p = m * q := by
      apply mul_left_cancel₀ Complex.two_pi_I_ne_zero
      have h1 : (2 * Real.pi * Complex.I) * ((d : ℂ) * p)
          = (d * (2 * Real.pi * Complex.I * p / q)) * q := by field_simp
      rw [h1, hm]
      ring
    have hz : (d : ℤ) * p = m * q := by exact_mod_cast hc
    have hdvd : (q : ℤ) ∣ (d : ℤ) * p := ⟨m, by rw [hz, mul_comm]⟩
    exact Int.natCast_dvd_natCast.mp (hpq.symm.dvd_of_dvd_mul_right hdvd)
  · rintro ⟨m, rfl⟩
    rw [pow_mul, fluxPhase_pow_self p hq0, one_pow]

/-- If two invertible operators on a finite-dimensional complex space commute up to a factor `ω` and
both preserve a subspace `W`, then `ω ^ dim W = 1`. -/
theorem phase_pow_finrank {V : Type*} [AddCommGroup V] [Module ℂ V] [FiniteDimensional ℂ V]
    {A B : Module.End ℂ V} {ω : ℂ} (hA : IsUnit A) (hB : IsUnit B)
    (hAB : A * B = ω • (B * A)) (W : Submodule ℂ V)
    (hAW : ∀ v ∈ W, A v ∈ W) (hBW : ∀ v ∈ W, B v ∈ W) :
    ω ^ Module.finrank ℂ W = 1 := by
  -- restrictions of invertible operators have nonzero determinant
  have hdet : ∀ C : Module.End ℂ V, IsUnit C → ∀ hC : (∀ v ∈ W, C v ∈ W),
      LinearMap.det (C.restrict hC) ≠ 0 := by
    intro C hu hC
    have hinj : Function.Injective C := ((Module.End.isUnit_iff C).mp hu).injective
    have hk : LinearMap.ker (C.restrict hC) = ⊥ := by
      rw [LinearMap.ker_eq_bot]
      intro x y hxy
      exact Subtype.ext (hinj (congrArg Subtype.val hxy))
    exact (((LinearMap.isUnit_iff_ker_eq_bot _).mpr hk).map LinearMap.det).ne_zero
  have hr : A.restrict hAW * B.restrict hBW
      = ω • (B.restrict hBW * A.restrict hAW) := by
    apply LinearMap.ext
    intro x
    exact Subtype.ext (LinearMap.congr_fun hAB (x : V))
  -- compare determinants of both sides
  have hd := congrArg LinearMap.det hr
  rw [map_mul, LinearMap.det_smul, map_mul] at hd
  apply mul_right_cancel₀ (mul_ne_zero (hdet B hB hBW) (hdet A hA hAW))
  linear_combination -hd

variable {n : Type*} [Fintype n] [DecidableEq n] {p : ℤ} {q : ℕ} {T₁ T₂ H : Matrix n n ℂ}

/-- For `q ≥ 1` and `p` coprime to `q`, every subspace preserved by both magnetic translations at
flux `p / q` has dimension divisible by `q`. -/
theorem dvd_finrank_of_invariant (hq : 1 ≤ q) (hpq : IsCoprime p (q : ℤ))
    (hT : IsMagneticPair p q T₁ T₂) (W : Submodule ℂ (n → ℂ))
    (h₁ : ∀ v ∈ W, T₁ *ᵥ v ∈ W) (h₂ : ∀ v ∈ W, T₂ *ᵥ v ∈ W) :
    q ∣ Module.finrank ℂ W := by
  have htw : toLinAlgEquiv' T₁ * toLinAlgEquiv' T₂
      = fluxPhase p q • (toLinAlgEquiv' T₂ * toLinAlgEquiv' T₁) := by
    have h := congrArg toLinAlgEquiv' hT.twist
    simpa only [map_mul, map_smul] using h
  exact (fluxPhase_pow_eq_one_iff hq hpq _).mp
    (phase_pow_finrank (hT.unit₁.map toLinAlgEquiv') (hT.unit₂.map toLinAlgEquiv') htw W
      (fun v hv => by simpa only [toLinAlgEquiv'_apply] using h₁ v hv)
      (fun v hv => by simpa only [toLinAlgEquiv'_apply] using h₂ v hv))

/-- For `q ≥ 1` and `p` coprime to `q`, if `H` commutes with both magnetic translations at flux `p /
q`, the dimension of every generalised eigenspace of `H` is divisible by `q`. -/
theorem dvd_finrank_maxGenEigenspace (hq : 1 ≤ q) (hpq : IsCoprime p (q : ℤ))
    (hT : IsMagneticPair p q T₁ T₂) (h₁ : Commute H T₁) (h₂ : Commute H T₂) (E : ℂ) :
    q ∣ Module.finrank ℂ (Module.End.maxGenEigenspace (toLinAlgEquiv' H) E) := by
  have key : ∀ T : Matrix n n ℂ, Commute H T →
      ∀ v ∈ Module.End.maxGenEigenspace (toLinAlgEquiv' H) E,
        T *ᵥ v ∈ Module.End.maxGenEigenspace (toLinAlgEquiv' H) E := by
    intro T hc v hv
    have h := Module.End.mapsTo_maxGenEigenspace_of_comm (hc.map toLinAlgEquiv') E hv
    simpa only [toLinAlgEquiv'_apply] using h
  exact dvd_finrank_of_invariant hq hpq hT _ (key T₁ h₁) (key T₂ h₂)

end

end MagneticTranslations
```

Lean reports:

```
Main.lean:104:4: error: Type mismatch: After simplification, term
  h
 has type
  T *ᵥ v ∈ ↑(Module.End.maxGenEigenspace (toLinAlgEquiv' H) E)
but is expected to have type
  T *ᵥ v ∈ Module.End.maxGenEigenspace (toLinAlgEquiv' H) E
```

Cause. The message says that, after simplification, `h` and the goal still differ in one respect: the arrow `↑` before the generalised eigenspace. In `h` the vector `T *ᵥ v` belongs to the eigenspace regarded as a set; in the goal it belongs to the eigenspace as a submodule. The set form comes from `Module.End.mapsTo_maxGenEigenspace_of_comm`, which is stated with `Set.MapsTo`, a relation between sets.

The two memberships mean the same thing, but `simpa only` may simplify only with the lemmas it is given. Its one lemma, `toLinAlgEquiv'_apply`, turns the action of the linear map into the product `T *ᵥ v` and does nothing to the coercion, and the final comparison did not accept the two forms as matching.

The repair adds `SetLike.mem_coe`, which says that membership in the coerced set is equivalent to membership in the original structure. With it, `simpa only` removes the arrow from `h`, which then matches the goal.

The mended proof, as a diff:

```diff
@@ -102,5 +102,5 @@
     intro T hc v hv
     have h := Module.End.mapsTo_maxGenEigenspace_of_comm (hc.map toLinAlgEquiv') E hv
-    simpa only [toLinAlgEquiv'_apply] using h
+    simpa only [toLinAlgEquiv'_apply, SetLike.mem_coe] using h
   exact dvd_finrank_of_invariant hq hpq hT _ (key T₁ h₁) (key T₂ h₂)
 
```
